# The sum of all transpositions is central in the group algebra of $S_n$ and multiplies the symmetriser and antisymmetriser by integers

A permutation of $n$ particles can be an element of the group algebra or an operator on states. To treat both at once, a representation is taken here to be a map $P$ from $S_n$ to a ring $A$ that preserves products and the identity, written `P : Perm (Fin n) →* A`. The ring need not be commutative, and the labels run from $0$ to $n-1$.

In Lean 4 with Mathlib:

```lean
import Mathlib

open Equiv

namespace TranspositionClassSum

noncomputable section
```

Each exchange is counted once, through its ordered labels $i<j$.

```lean
/-- The pairs of particle labels `i < j`. -/
def pairs (n : ℕ) : Finset (Fin n × Fin n) :=
  Finset.univ.filter fun p => p.1 < p.2
```

The transposition class sum is $T=\sum_{i<j}P(i\,j)$.

```lean
variable {n : ℕ} {A : Type*} [Ring A]

/-- The transposition class sum: the sum of the exchanges `P (i j)` over all pairs `i < j`,
for permutations represented in a ring by `P`. -/
def exchangeSum (P : Perm (Fin n) →* A) : A :=
  ∑ p ∈ pairs n, P (swap p.1 p.2)
```

The other two sums are $\Sigma_+=\sum_\sigma P(\sigma)$ and $\Sigma_-=\sum_\sigma \operatorname{sgn}(\sigma)\,P(\sigma)$. Where division by $n!$ is possible, $\Sigma_\pm/n!$ are the usual normalised projectors; this rescaling does not affect the factors found in (d) and (e).

```lean
/-- The sum of all permutations (the symmetriser without normalisation). -/
def symmetriser (P : Perm (Fin n) →* A) : A :=
  ∑ σ, P σ

/-- The signed sum of all permutations (the antisymmetriser without normalisation). -/
def antisymmetriser (P : Perm (Fin n) →* A) : A :=
  ∑ σ, ((Perm.sign σ : ℤˣ) : ℤ) • P σ
```

## (a) Counting the pairs

Show that the number of pairs is
$$|\{(i,j): i<j\}|=\binom n2 .$$

**Solution.** Exactly $j$ labels lie below $j$, so the count is $\sum_{j=0}^{n-1}j=n(n-1)/2$. For $n\le 1$ it is zero. In the code, `h` is the count for fixed $j$ and `Finset.sum_range_id` evaluates the sum.

```lean
/-- Among `n` particles there are `n.choose 2` pairs. -/
theorem card_pairs (n : ℕ) : (pairs n).card = n.choose 2 := by
  have h : ∀ j : Fin n, (∑ i : Fin n, if i < j then 1 else 0) = (j : ℕ) := by
    intro j
    have hj : (Finset.univ.filter fun i : Fin n => i < j) = Finset.Iio j := by
      ext i
      simp
    rw [← Finset.card_filter, hj, Fin.card_Iio]
  rw [pairs, Finset.card_filter, Fintype.sum_prod_type_right, Finset.sum_congr rfl fun j _ => h j,
    Fin.sum_univ_eq_sum_range (fun i => i) n, Finset.sum_range_id, Nat.choose_two_right]
```

## (b) From ordered pairs to all exchanges

A property $Q$ holds for every $(i\,j)$ with $i<j$. Show that
$$x\neq y\;\Rightarrow\;Q\big((x\,y)\big).$$

**Solution.** If $x<y$, this is the assumption. If $y<x$, use $(x\,y)=(y\,x)$, which is `swap_comm`.

```lean
/-- A property of the exchanges `(i j)` with `i < j` holds for every exchange of two
distinct particles. -/
theorem forall_swap {Q : Perm (Fin n) → Prop} (h : ∀ p ∈ pairs n, Q (swap p.1 p.2))
    {x y : Fin n} (hxy : x ≠ y) : Q (swap x y) := by
  rcases lt_or_gt_of_ne hxy with h' | h'
  · exact h (x, y) (Finset.mem_filter.2 ⟨Finset.mem_univ _, h'⟩)
  · rw [swap_comm]
    exact h (y, x) (Finset.mem_filter.2 ⟨Finset.mem_univ _, h'⟩)
```

## (c) Relabelling the particles

Show that for every permutation $\sigma$
$$P(\sigma)\,T=T\,P(\sigma).$$

**Solution.** Since $\sigma(i\,j)=(\sigma i\;\sigma j)\,\sigma$,
$$P(\sigma)T=\sum_{i<j}P(\sigma i\;\sigma j)\,P(\sigma).$$
The map $\{i,j\}\mapsto\{\sigma i,\sigma j\}$ permutes the two-element sets, with inverse given by $\sigma^{-1}$, so the exchanges on the right add up to $T$ and the right-hand side is $T\,P(\sigma)$.

It is wrong to say that $(i,j)\mapsto(\sigma i,\sigma j)$ permutes the ordered pairs: $\sigma=(0\,1)$ sends $(0,1)$ to $(1,0)$, which is not in the list. The code therefore sorts each image with `min` and `max`. `Finset.sum_bij'` then asks that the map and its inverse stay within the pairs, that they undo each other, and that the terms agree. The final `calc` is the calculation above.

```lean
/-- The transposition class sum commutes with every permutation of the particles. -/
theorem exchangeSum_commute (P : Perm (Fin n) →* A) (σ : Perm (Fin n)) :
    P σ * exchangeSum P = exchangeSum P * P σ := by
  -- relabelling the particles by `σ` leaves the sum of the exchanges unchanged
  have key : ∑ p ∈ pairs n, P (swap (σ p.1) (σ p.2)) = exchangeSum P := by
    refine Finset.sum_bij'
      (fun p _ => (min (σ p.1) (σ p.2), max (σ p.1) (σ p.2)))
      (fun p _ => (min (σ.symm p.1) (σ.symm p.2), max (σ.symm p.1) (σ.symm p.2)))
      ?_ ?_ ?_ ?_ ?_
    · intro p hp
      have h := (Finset.mem_filter.1 hp).2
      exact Finset.mem_filter.2 ⟨Finset.mem_univ _, min_lt_max.2 (σ.injective.ne h.ne)⟩
    · intro p hp
      have h := (Finset.mem_filter.1 hp).2
      exact Finset.mem_filter.2 ⟨Finset.mem_univ _, min_lt_max.2 (σ.symm.injective.ne h.ne)⟩
    · intro p hp
      have h := (Finset.mem_filter.1 hp).2
      rcases lt_or_gt_of_ne (σ.injective.ne h.ne) with h' | h'
      · simp [min_eq_left h'.le, max_eq_right h'.le, min_eq_left h.le, max_eq_right h.le]
      · simp [min_eq_right h'.le, max_eq_left h'.le, min_eq_right h.le, max_eq_left h.le]
    · intro p hp
      have h := (Finset.mem_filter.1 hp).2
      rcases lt_or_gt_of_ne (σ.symm.injective.ne h.ne) with h' | h'
      · simp [min_eq_left h'.le, max_eq_right h'.le, min_eq_left h.le, max_eq_right h.le]
      · simp [min_eq_right h'.le, max_eq_left h'.le, min_eq_right h.le, max_eq_left h.le]
    · intro p _
      rcases le_total (σ p.1) (σ p.2) with h' | h'
      · simp only [min_eq_left h', max_eq_right h']
      · simp only [min_eq_right h', max_eq_left h', swap_comm (σ p.1) (σ p.2)]
  calc P σ * exchangeSum P = ∑ p ∈ pairs n, P σ * P (swap p.1 p.2) := by
        rw [exchangeSum, Finset.mul_sum]
    _ = ∑ p ∈ pairs n, P (swap (σ p.1) (σ p.2)) * P σ :=
        Finset.sum_congr rfl fun p _ => by
          rw [← map_mul, ← map_mul, Equiv.mul_swap_eq_swap_mul]
    _ = exchangeSum P * P σ := by rw [← Finset.sum_mul, key]
```

## (d) Product with the symmetriser

Show that
$$T\,\Sigma_+=\binom n2\Sigma_+ .$$

**Solution.** For any $\tau$, $P(\tau)\Sigma_+=\sum_\sigma P(\tau\sigma)=\Sigma_+$, because $\tau\sigma$ runs over the whole group as $\sigma$ does. Summing over the exchanges and using (a) gives the factor. The reindexing is `Equiv.mulLeft τ`.

```lean
/-- The class sum times the sum of all permutations is `n.choose 2` times that sum. -/
theorem exchangeSum_mul_symmetriser (P : Perm (Fin n) →* A) :
    exchangeSum P * symmetriser P = n.choose 2 • symmetriser P := by
  have h : ∀ τ, P τ * symmetriser P = symmetriser P := by
    intro τ
    rw [symmetriser, Finset.mul_sum]
    exact Fintype.sum_equiv (Equiv.mulLeft τ) _ _ fun σ => (map_mul P τ σ).symm
  rw [exchangeSum, Finset.sum_mul, Finset.sum_congr rfl fun p _ => h (swap p.1 p.2),
    Finset.sum_const, card_pairs]
```

## (e) Product with the antisymmetriser

Show that
$$T\,\Sigma_-=-\binom n2\Sigma_- .$$

**Solution.** For an exchange $\tau$, $\operatorname{sgn}(\sigma)=-\operatorname{sgn}(\tau\sigma)$. Hence
$$P(\tau)\Sigma_-=\sum_\sigma\operatorname{sgn}(\sigma)P(\tau\sigma)=-\sum_\sigma\operatorname{sgn}(\tau\sigma)P(\tau\sigma)=-\Sigma_- .$$
This is `h` in the code; summing over pairs finishes the proof.

```lean
/-- The class sum times the signed sum of all permutations is minus `n.choose 2` times
that signed sum. -/
theorem exchangeSum_mul_antisymmetriser (P : Perm (Fin n) →* A) :
    exchangeSum P * antisymmetriser P = -(n.choose 2 • antisymmetriser P) := by
  -- each exchange flips the sign
  have h : ∀ p ∈ pairs n, P (swap p.1 p.2) * antisymmetriser P = -antisymmetriser P := by
    intro p hp
    have hne := (Finset.mem_filter.1 hp).2.ne
    rw [antisymmetriser, Finset.mul_sum, ← Finset.sum_neg_distrib]
    refine Fintype.sum_equiv (Equiv.mulLeft (swap p.1 p.2)) _ _ fun σ => ?_
    show _ = -(((Perm.sign (swap p.1 p.2 * σ) : ℤˣ) : ℤ) • P (swap p.1 p.2 * σ))
    rw [map_mul P, Perm.sign_mul, Perm.sign_swap hne, mul_smul_comm]
    simp
  rw [exchangeSum, Finset.sum_mul, Finset.sum_congr rfl h, Finset.sum_const, card_pairs,
    smul_neg]
```

## (f) The group algebra

Let $R$ be a commutative ring and let $P$ send each permutation to its basis element in $R[S_n]$. Show that, besides the products in (d) and (e),
$$xT=Tx\quad\text{for all }x\in R[S_n].$$

**Solution.** Write $x=\sum_\sigma r_\sigma P(\sigma)$ with $r_\sigma\in R$. By (c), $xT=\sum_\sigma r_\sigma P(\sigma)T=\sum_\sigma r_\sigma TP(\sigma)=Tx$. The map $P$ is `MonoidAlgebra.of`, and `MonoidAlgebra.induction_on` checks basis elements, sums and scalar multiples in turn.

```lean
/-- In the group algebra of `S_n` over a commutative ring the sum of all transpositions is
central, and it multiplies the sum of all permutations by `n.choose 2` and the signed sum by
minus `n.choose 2`. -/
theorem groupAlgebra_exchangeSum (R : Type*) [CommRing R] (n : ℕ) :
    let P := MonoidAlgebra.of R (Perm (Fin n))
    (∀ x, x * exchangeSum P = exchangeSum P * x) ∧
      exchangeSum P * symmetriser P = n.choose 2 • symmetriser P ∧
      exchangeSum P * antisymmetriser P = -(n.choose 2 • antisymmetriser P) := by
  -- permutations span the group algebra, so commuting with them suffices
  have central : ∀ y : MonoidAlgebra R (Perm (Fin n)),
      y * exchangeSum (MonoidAlgebra.of R (Perm (Fin n))) =
        exchangeSum (MonoidAlgebra.of R (Perm (Fin n))) * y := by
    intro y
    induction y using MonoidAlgebra.induction_on
    · exact exchangeSum_commute _ _
    · rename_i a b ha hb
      rw [add_mul, mul_add, ha, hb]
    · rename_i r a ha
      rw [smul_mul_assoc, mul_smul_comm, ha]
  intro P
  exact ⟨central, exchangeSum_mul_symmetriser P, exchangeSum_mul_antisymmetriser P⟩
```

## (g) Vectors of equal norm

Let $V$ be a complex inner product space of any dimension, $v\in V$, and $w_p\in V$ for $p$ in a finite set $s$, with $\|w_p\|=\|v\|$ and $\sum_p w_p=|s|\,v$. Show that
$$w_p=v\quad\text{for every }p\in s.$$

**Solution.** Put $d_p=w_p-v$, so that $\sum_p d_p=0$. Expanding $\|d_p+v\|^2=\|v\|^2$ gives $\|d_p\|^2=-2\,\mathrm{Re}\langle d_p,v\rangle$. Summing,
$$\sum_p\|d_p\|^2=-2\,\mathrm{Re}\Big\langle\sum_p d_p,v\Big\rangle=0,$$
so every $d_p$ vanishes. These steps are `hz`, `h1` and `h0`.

```lean
variable {V : Type*} [NormedAddCommGroup V] [InnerProductSpace ℂ V]

/-- If finitely many state vectors have the norm of `v` and add up to their number times `v`,
then each of them is `v`. -/
theorem eq_of_sum_eq_card_smul {ι : Type*} (s : Finset ι) (w : ι → V) (v : V)
    (hw : ∀ p ∈ s, ‖w p‖ = ‖v‖) (hs : ∑ p ∈ s, w p = s.card • v) :
    ∀ p ∈ s, w p = v := by
  have hz : ∑ p ∈ s, (w p - v) = 0 := by
    rw [Finset.sum_sub_distrib, hs, Finset.sum_const, sub_self]
  have h1 : ∀ p ∈ s, ‖w p - v‖ ^ 2 = (-2) * RCLike.re (inner ℂ (w p - v) v) := by
    intro p hp
    have h := norm_add_sq (𝕜 := ℂ) (w p - v) v
    rw [sub_add_cancel, hw p hp] at h
    linarith
  -- the squared distances to `v` add up to zero
  have h0 : ∑ p ∈ s, ‖w p - v‖ ^ 2 = 0 := by
    rw [Finset.sum_congr rfl h1, ← Finset.mul_sum, ← map_sum, ← sum_inner, hz,
      inner_zero_left, map_zero, mul_zero]
  intro p hp
  have h := (Finset.sum_eq_zero_iff_of_nonneg fun p _ => sq_nonneg ‖w p - v‖).1 h0 p hp
  exact sub_eq_zero.1 (norm_eq_zero.1 (pow_eq_zero_iff two_ne_zero |>.1 h))
```

## (h) Recognising symmetric states

Let $U$ represent $S_n$ by linear operators on $V$ with $\|U(\sigma)v\|=\|v\|$ for all $\sigma$ and $v$. This assumption, `hU`, says that relabelling particles leaves total probability unchanged. With $T$ built from $U$, show that
$$Tv=\binom n2v\iff U(\sigma)v=v\ \text{ for all }\sigma .$$

**Solution.** If $Tv=\binom n2 v$, the vectors $U(i\,j)v$ satisfy the conditions of (g), so each equals $v$. Every permutation is a product of exchanges, so all of them fix $v$. Conversely, if all permutations fix $v$, each term of $Tv$ is $v$. The induction over products is `Perm.swap_induction_on`, with (b) supplying exchanges in either order.

```lean
/-- When permutations preserve the norm, a state satisfies `T v = n.choose 2 • v` exactly if
every permutation leaves it unchanged. -/
theorem exchangeSum_apply_eq_iff_symmetric (U : Perm (Fin n) →* Module.End ℂ V)
    (hU : ∀ σ v, ‖U σ v‖ = ‖v‖) (v : V) :
    exchangeSum U v = n.choose 2 • v ↔ ∀ σ, U σ v = v := by
  have hT : exchangeSum U v = ∑ p ∈ pairs n, U (swap p.1 p.2) v := by
    rw [exchangeSum, LinearMap.sum_apply]
  constructor
  · intro h σ
    have key := eq_of_sum_eq_card_smul (pairs n) (fun p => U (swap p.1 p.2) v) v
      (fun p _ => hU _ v) (by rw [← hT, h, card_pairs])
    -- exchanges generate all permutations
    induction σ using Perm.swap_induction_on with
    | one => rw [map_one, Module.End.one_apply]
    | swap_mul f x y hxy ih =>
      rw [map_mul U, Module.End.mul_apply, ih]
      exact forall_swap (Q := fun τ => U τ v = v) key hxy
  · intro h
    rw [hT, Finset.sum_congr rfl fun p _ => h (swap p.1 p.2), Finset.sum_const, card_pairs]
```

## (i) Recognising antisymmetric states

Under the same assumptions, show that
$$Tv=-\binom n2v\iff U(\sigma)v=\operatorname{sgn}(\sigma)\,v\ \text{ for all }\sigma .$$

**Solution.** Apply (g) to $-U(i\,j)v$: these vectors have the norm of $v$ and add up to $\binom n2v$. Hence $U(i\,j)v=-v$, and a product of exchanges collects one minus sign per factor, which is its sign. Conversely, each term of $Tv$ is $-v$.

For a finite number of identical particles with norm-preserving exchanges, the single operator $T$ thus tests whether a state is totally symmetric or totally antisymmetric. The zero vector satisfies both equations but is not a physical state; a nonzero solution of either one is an eigenvector of $T$.

```lean
/-- When permutations preserve the norm, a state satisfies `T v = -(n.choose 2 • v)` exactly if
every permutation multiplies it by its sign. -/
theorem exchangeSum_apply_eq_iff_antisymmetric (U : Perm (Fin n) →* Module.End ℂ V)
    (hU : ∀ σ v, ‖U σ v‖ = ‖v‖) (v : V) :
    exchangeSum U v = -(n.choose 2 • v) ↔ ∀ σ, U σ v = ((Perm.sign σ : ℤˣ) : ℤ) • v := by
  have hT : exchangeSum U v = ∑ p ∈ pairs n, U (swap p.1 p.2) v := by
    rw [exchangeSum, LinearMap.sum_apply]
  constructor
  · intro h σ
    have key := eq_of_sum_eq_card_smul (pairs n) (fun p => -(U (swap p.1 p.2) v)) v
      (fun p _ => by rw [norm_neg, hU])
      (by rw [Finset.sum_neg_distrib, ← hT, h, neg_neg, card_pairs])
    induction σ using Perm.swap_induction_on with
    | one => simp
    | swap_mul f x y hxy ih =>
      have hs : -(U (swap x y) v) = v := forall_swap (Q := fun τ => -(U τ v) = v) key hxy
      rw [map_mul U, Module.End.mul_apply, ih, map_zsmul, neg_eq_iff_eq_neg.1 hs,
        Perm.sign_mul, Perm.sign_swap hxy]
      simp
  · intro h
    have hs : ∀ p ∈ pairs n, U (swap p.1 p.2) v = -v := by
      intro p hp
      rw [h, Perm.sign_swap (Finset.mem_filter.1 hp).2.ne]
      simp
    rw [hT, Finset.sum_congr rfl hs, Finset.sum_const, card_pairs, smul_neg]
```

## (j) A concrete representation

Let $U(\sigma)$ move the $n$ complex amplitudes of a vector in $\mathbb C^n$ from site to site.

```lean
/-- Permutations acting on `n` complex site amplitudes by moving the sites. -/
def permuteSites (n : ℕ) : Perm (Fin n) →* Module.End ℂ (EuclideanSpace ℂ (Fin n)) where
  toFun σ := (LinearIsometryEquiv.piLpCongrLeft 2 ℂ ℂ σ).toLinearEquiv.toLinearMap
  map_one' := LinearMap.ext fun _ => rfl
  map_mul' _ _ := LinearMap.ext fun _ => rfl
```

Show that
$$\|U(\sigma)v\|=\|v\|,\qquad (U(\sigma)v)_i=v_{\sigma^{-1}i}.$$

**Solution.** The amplitude at $k$ moves to $\sigma k$, so site $i$ receives the one from $\sigma^{-1}i$. The norm is kept because $\sum_i|v_{\sigma^{-1}i}|^2$ is a reordering of $\sum_i|v_i|^2$. Products are respected, since
$$(U(\sigma)U(\tau)v)_i=v_{\tau^{-1}\sigma^{-1}i}=v_{(\sigma\tau)^{-1}i}.$$
So (h) and (i) apply to this example, which permutes the sites of a one-particle state and not the labels of a many-particle one. For $n\ge3$ only the zero vector is antisymmetric here: each site is left in place by some exchange, so its amplitude would have to equal its own negative.

```lean
/-- Moving the sites preserves the norm, and the new amplitude at site `i` is the old one at
the site that `σ` sends to `i`. -/
theorem permuteSites_witness (σ : Perm (Fin n)) (v : EuclideanSpace ℂ (Fin n)) :
    ‖permuteSites n σ v‖ = ‖v‖ ∧ ∀ i, (permuteSites n σ v).ofLp i = v.ofLp (σ.symm i) :=
  ⟨(LinearIsometryEquiv.piLpCongrLeft 2 ℂ ℂ σ).norm_map v, fun _ => rfl⟩

end

end TranspositionClassSum
```

```lean
#print axioms TranspositionClassSum.groupAlgebra_exchangeSum
#print axioms TranspositionClassSum.exchangeSum_apply_eq_iff_symmetric
#print axioms TranspositionClassSum.exchangeSum_apply_eq_iff_antisymmetric
```

```
'TranspositionClassSum.groupAlgebra_exchangeSum' depends on axioms: [propext, Classical.choice, Quot.sound]
'TranspositionClassSum.exchangeSum_apply_eq_iff_symmetric' depends on axioms: [propext, Classical.choice, Quot.sound]
'TranspositionClassSum.exchangeSum_apply_eq_iff_antisymmetric' depends on axioms: [propext, Classical.choice, Quot.sound]
```
